# Nonnegative Coulomb and exchange traces from real symmetric integral factors and a positive semidefinite density matrix

In a Hartree–Fock calculation, a Cholesky decomposition or density fitting in its common global form with the Coulomb metric approximates the two-electron integrals by a finite sum of products, Σ_L B^L_pq B^L_rs, with the same three-index factors on both sides. The Coulomb energy should still be a repulsion, and exchange, which enters with a minus sign, should still not raise the energy. Do these signs survive when the integrals are only approximate?

They do in a finite real basis, for any number of factors, if each factor is symmetric and the density matrix of each spin is positive semidefinite. With P_σ the density matrix of spin σ and P their sum, the two-electron energy is

E₂ = ½ tr(P J(P)) − ½ Σ_σ tr(P_σ K(P_σ)),

where J and K are the Coulomb and exchange matrices defined below. The theorems concern the traces for a single matrix, again called P, without the prefactors or the spin sum.

## Integrals and contractions

Orbitals carry labels p, q, r, s from a finite set `n`, and factors carry a label L from a finite set `ι`. All matrices are real.

```lean
import Mathlib

open Matrix
open scoped MatrixOrder

namespace FactorisedCoulombExchange

variable {n ι : Type*} [Fintype n] [Fintype ι]
```

The integrals are built from the factors as

g(p,q,r,s) = Σ_L B^L_pq B^L_rs.

```lean
/-- Two-electron integrals assembled from factors:
`g(p,q,r,s) = ∑ L, B^L_pq B^L_rs`. -/
def factorisedIntegrals (B : ι → Matrix n n ℝ) (p q r s : n) : ℝ :=
  ∑ L, B L p q * B L r s
```

The index order is that of the charge-density notation (pq|rs): the first pair belongs to one electron and the second pair to the other. The definition takes the factors as given. How well they reproduce the true Coulomb integrals is a separate question, on which the signs do not depend.

The Coulomb matrix contracts the density with the second pair:

J(P)_pq = Σ_rs g(p,q,r,s) P_rs.

```lean
/-- The Coulomb matrix `J(P)_pq = ∑ r s, g(p,q,r,s) P_rs`. -/
def coulombMatrix (g : n → n → n → n → ℝ) (P : Matrix n n ℝ) : Matrix n n ℝ :=
  Matrix.of fun p q => ∑ r, ∑ s, g p q r s * P r s
```

The exchange matrix takes one index from each pair:

K(P)_pq = Σ_rs g(p,r,q,s) P_rs.

```lean
/-- The exchange matrix `K(P)_pq = ∑ r s, g(p,r,q,s) P_rs`. -/
def exchangeMatrix (g : n → n → n → n → ℝ) (P : Matrix n n ℝ) : Matrix n n ℝ :=
  Matrix.of fun p q => ∑ r, ∑ s, g p r q s * P r s
```

Both definitions accept an arbitrary four-index array `g`, so the factorised forms of J and K have to be derived.

## Inserting the factors

For real orbitals the products φ_p φ_q and φ_q φ_p are the same function, and this is the physical content of the assumption B^L_pq = B^L_qp. In Lean it is the hypothesis `hB`. For the Coulomb matrix it gives

J(P)_pq = Σ_L B^L_pq Σ_rs P_rs B^L_rs
        = Σ_L B^L_pq Σ_rs P_rs B^L_sr
        = Σ_L tr(P B^L) B^L_pq.

```lean
/-- For symmetric factors the Coulomb matrix is the sum of the factors `B^L`,
each weighted by `trace(P B^L)`. -/
theorem coulombMatrix_factorised (B : ι → Matrix n n ℝ) (hB : ∀ L, (B L)ᵀ = B L)
    (P : Matrix n n ℝ) :
    coulombMatrix (factorisedIntegrals B) P = ∑ L, (P * B L).trace • B L := by
  have hs : ∀ L r s, B L r s = B L s r := fun L r s => congrFun (congrFun (hB L) s) r
  ext p q
  simp only [coulombMatrix, factorisedIntegrals, Matrix.of_apply, Matrix.sum_apply,
    Matrix.smul_apply, smul_eq_mul, Matrix.trace, Matrix.diag_apply, Matrix.mul_apply,
    Finset.sum_mul]
  symm
  -- move the sum over factors inside the orbital sums
  refine Finset.sum_comm.trans (Finset.sum_congr rfl fun r _ => ?_)
  refine Finset.sum_comm.trans (Finset.sum_congr rfl fun s _ => ?_)
  refine Finset.sum_congr rfl fun L _ => ?_
  rw [hs L s r]
  ring
```

The proof compares entries. `Finset.sum_comm` moves the sum over L inside the orbital sums, `hs` supplies the symmetry of the factors entry by entry, and `ring` reorders the products.

For exchange, the same substitution produces a matrix product:

K(P)_pq = Σ_L Σ_rs B^L_pr P_rs B^L_qs
        = Σ_L Σ_rs B^L_pr P_rs B^L_sq
        = Σ_L (B^L P B^L)_pq.

```lean
/-- For symmetric factors the exchange matrix is `∑ L, B^L P B^L`. -/
theorem exchangeMatrix_factorised (B : ι → Matrix n n ℝ) (hB : ∀ L, (B L)ᵀ = B L)
    (P : Matrix n n ℝ) :
    exchangeMatrix (factorisedIntegrals B) P = ∑ L, B L * P * B L := by
  have hs : ∀ L r s, B L r s = B L s r := fun L r s => congrFun (congrFun (hB L) s) r
  ext p q
  simp only [exchangeMatrix, factorisedIntegrals, Matrix.of_apply, Matrix.sum_apply,
    Matrix.mul_apply, Finset.sum_mul]
  symm
  -- bring both sides to the order s, r, L of summation
  refine Finset.sum_comm.trans (Eq.trans ?_ Finset.sum_comm)
  refine Finset.sum_congr rfl fun s _ => ?_
  refine Finset.sum_comm.trans (Finset.sum_congr rfl fun r _ => ?_)
  refine Finset.sum_congr rfl fun L _ => ?_
  rw [hs L s q]
  ring
```

Symmetry is used here on the right-hand factor, in the step `rw [hs L s q]`.

## The two trace formulas

Multiplying J(P) by P and taking the trace leaves a number tr(P B^L) times the same number:

tr(P J(P)) = Σ_L tr(P B^L) tr(P B^L) = Σ_L tr(P B^L)².

```lean
/-- For symmetric factors, `trace(P J(P)) = ∑ L, trace(P B^L)²`. -/
theorem trace_coulomb (B : ι → Matrix n n ℝ) (hB : ∀ L, (B L)ᵀ = B L)
    (P : Matrix n n ℝ) :
    (P * coulombMatrix (factorisedIntegrals B) P).trace = ∑ L, (P * B L).trace ^ 2 := by
  rw [coulombMatrix_factorised B hB]
  simp only [Finset.mul_sum, Matrix.trace_sum, Matrix.mul_smul, Matrix.trace_smul,
    smul_eq_mul, sq]
```

The formula holds for every real P. Each term is a square, so the Coulomb trace is nonnegative without any condition on the density matrix.

For exchange, linearity of the trace gives

tr(P K(P)) = Σ_L tr(P B^L P B^L).

```lean
/-- For symmetric factors, `trace(P K(P)) = ∑ L, trace(P B^L P B^L)`. -/
theorem trace_exchange (B : ι → Matrix n n ℝ) (hB : ∀ L, (B L)ᵀ = B L)
    (P : Matrix n n ℝ) :
    (P * exchangeMatrix (factorisedIntegrals B) P).trace
      = ∑ L, (P * B L * P * B L).trace := by
  rw [exchangeMatrix_factorised B hB]
  simp only [Finset.mul_sum, Matrix.trace_sum, Matrix.mul_assoc]
```

This too holds for every real P, but its terms are not visibly squares, and their sign needs an argument.

## A square root of the density matrix

Let P be positive semidefinite, that is, symmetric with xᵀ P x ≥ 0 for every real vector x. Physically, no orbital has a negative occupation. Then P = S S with S symmetric. For a symmetric matrix A put M = S A S, which is symmetric as well. Cyclicity of the trace gives

tr(P A P A) = tr(S S A S S A)
            = tr(S A S S A S)
            = tr(M Mᵀ)
            = Σ_ij M_ij² ≥ 0.

If the trace is zero, every entry of M is zero, and therefore

P A P = S (S A S) S = S M S = 0.

Conversely, if P A P = 0, then tr(P A P A) = tr((P A P) A) = 0.

```lean
/-- For positive semidefinite `P` and symmetric `A`, `trace(P A P A)` is nonnegative,
and it vanishes exactly when `P A P = 0`. -/
theorem exchange_term_nonneg {P A : Matrix n n ℝ} (hP : P.PosSemidef) (hA : Aᵀ = A) :
    0 ≤ (P * A * P * A).trace ∧ ((P * A * P * A).trace = 0 ↔ P * A * P = 0) := by
  classical
  -- a symmetric square root of the density matrix
  obtain ⟨S, hS, hSS⟩ : ∃ S : Matrix n n ℝ, Sᵀ = S ∧ S * S = P := by
    refine ⟨CFC.sqrt P, ?_, CFC.sqrt_mul_sqrt_self P (Matrix.nonneg_iff_posSemidef.mpr hP)⟩
    have h : (CFC.sqrt P)ᴴ = CFC.sqrt P :=
      (Matrix.nonneg_iff_posSemidef.mp (CFC.sqrt_nonneg P)).isHermitian
    rwa [Matrix.conjTranspose_eq_transpose_of_trivial] at h
  have hM : (S * A * S)ᵀ = S * A * S := by
    simp only [Matrix.transpose_mul, hS, hA, Matrix.mul_assoc]
  have hF : ∀ M : Matrix n n ℝ, (M * Mᵀ).trace = ∑ i, ∑ j, M i j ^ 2 := by
    intro M
    simp only [Matrix.trace, Matrix.diag_apply, Matrix.mul_apply, Matrix.transpose_apply, sq]
  -- the trace is the sum of squared entries of S A S
  have key : (P * A * P * A).trace = ∑ i, ∑ j, (S * A * S) i j ^ 2 := by
    calc (P * A * P * A).trace = (S * (S * A * S * S * A)).trace := by
          rw [← hSS]
          simp only [Matrix.mul_assoc]
      _ = (S * A * S * S * A * S).trace := Matrix.trace_mul_comm _ _
      _ = ((S * A * S) * (S * A * S)ᵀ).trace := by
          rw [hM]
          simp only [Matrix.mul_assoc]
      _ = _ := hF _
  have hrow : ∀ i, 0 ≤ ∑ j, (S * A * S) i j ^ 2 :=
    fun i => Finset.sum_nonneg fun j _ => sq_nonneg _
  refine ⟨key ▸ Finset.sum_nonneg fun i _ => hrow i, fun h => ?_, fun h => ?_⟩
  · rw [key] at h
    have hz : S * A * S = 0 := by
      ext i j
      have h1 := (Finset.sum_eq_zero_iff_of_nonneg fun i _ => hrow i).1 h i (Finset.mem_univ i)
      have h2 := (Finset.sum_eq_zero_iff_of_nonneg fun j _ => sq_nonneg _).1 h1 j
        (Finset.mem_univ j)
      exact (pow_eq_zero_iff two_ne_zero).1 h2
    calc P * A * P = S * (S * A * S) * S := by
          rw [← hSS]
          simp only [Matrix.mul_assoc]
      _ = 0 := by rw [hz, Matrix.mul_zero, Matrix.zero_mul]
  · rw [h, Matrix.zero_mul, Matrix.trace_zero]
```

The hypothesis `P.PosSemidef` is the positivity condition just described. Mathlib's `CFC.sqrt P` provides S. The `calc` block called `key` follows the chain of equalities above, with `Matrix.trace_mul_comm` as the cyclic step and `hF` turning tr(M Mᵀ) into a sum of squares. For the equality case, `Finset.sum_eq_zero_iff_of_nonneg` is applied first to the rows and then to the entries within a row: a vanishing sum of nonnegative terms has only vanishing terms.

## Both signs together

Setting A = B^L and summing over L gives the exchange sign, and the sum of squares gives the Coulomb sign:

tr(P J(P)) = Σ_L tr(P B^L)² ≥ 0,

tr(P K(P)) = Σ_L tr(P B^L P B^L) ≥ 0.

```lean
/-- With symmetric factors and a positive semidefinite density matrix, the Coulomb and
exchange traces are `∑ L, trace(P B^L)²` and `∑ L, trace(P B^L P B^L)`, and both are
nonnegative. -/
theorem coulomb_exchange_traces (B : ι → Matrix n n ℝ) (hB : ∀ L, (B L)ᵀ = B L)
    {P : Matrix n n ℝ} (hP : P.PosSemidef) :
    ((P * coulombMatrix (factorisedIntegrals B) P).trace = ∑ L, (P * B L).trace ^ 2 ∧
      0 ≤ (P * coulombMatrix (factorisedIntegrals B) P).trace) ∧
    ((P * exchangeMatrix (factorisedIntegrals B) P).trace
        = ∑ L, (P * B L * P * B L).trace ∧
      0 ≤ (P * exchangeMatrix (factorisedIntegrals B) P).trace) := by
  refine ⟨⟨trace_coulomb B hB P, ?_⟩, ⟨trace_exchange B hB P, ?_⟩⟩
  · rw [trace_coulomb B hB]
    exact Finset.sum_nonneg fun L _ => sq_nonneg _
  · rw [trace_exchange B hB]
    exact Finset.sum_nonneg fun L _ => (exchange_term_nonneg hP (hB L)).1
```

The statement is a conjunction of two pairs, each holding a formula and an inequality. P need not be idempotent or have a prescribed trace, so fractional occupations are included. Applied to P and to each P_σ in the energy expression above, the inequalities say that, within this finite real model, the Coulomb term cannot lower the Hartree–Fock energy and the exchange term cannot raise it.

## When exchange vanishes

A sum of nonnegative terms is zero only if each term is zero, so the equality case for one factor extends to all of them:

tr(P K(P)) = 0 exactly when P B^L P = 0 for every L.

```lean
/-- With symmetric factors and positive semidefinite `P`, the exchange trace vanishes
exactly when `P B^L P = 0` for every factor. -/
theorem trace_exchange_eq_zero_iff (B : ι → Matrix n n ℝ) (hB : ∀ L, (B L)ᵀ = B L)
    {P : Matrix n n ℝ} (hP : P.PosSemidef) :
    (P * exchangeMatrix (factorisedIntegrals B) P).trace = 0 ↔ ∀ L, P * B L * P = 0 := by
  rw [trace_exchange B hB,
    Finset.sum_eq_zero_iff_of_nonneg fun L _ => (exchange_term_nonneg hP (hB L)).1]
  exact ⟨fun h L => (exchange_term_nonneg hP (hB L)).2.1 (h L (Finset.mem_univ L)),
    fun h L _ => (exchange_term_nonneg hP (hB L)).2.2 (h L)⟩
```

The condition means that no factor has a nonzero matrix element between occupied orbitals, including that of an orbital with itself, where "occupied" refers to the space spanned by the columns of P. The proof rewrites the trace as the sum over L and then uses the two directions of `exchange_term_nonneg` factor by factor.

## One orbital and its self-interaction

Let a single real orbital have coefficient vector c, so that P = c cᵀ. The number cᵀ B^L c equals tr(P B^L), and

P B^L P = c (cᵀ B^L c) cᵀ = tr(P B^L) P.

Multiplying by B^L and taking the trace gives

tr(P B^L P B^L) = tr(P B^L)²,

and summing over L gives tr(P K(P)) = tr(P J(P)).

```lean
/-- For symmetric factors and the density matrix `P = c cᵀ` of a single real orbital,
the exchange trace equals the Coulomb trace. -/
theorem self_interaction_cancels (B : ι → Matrix n n ℝ) (hB : ∀ L, (B L)ᵀ = B L)
    (c : n → ℝ) :
    (vecMulVec c c * exchangeMatrix (factorisedIntegrals B) (vecMulVec c c)).trace
      = (vecMulVec c c * coulombMatrix (factorisedIntegrals B) (vecMulVec c c)).trace := by
  rw [trace_exchange B hB, trace_coulomb B hB]
  refine Finset.sum_congr rfl fun L _ => ?_
  -- a rank-one density matrix turns P B P into a multiple of P
  have h : vecMulVec c c * B L * vecMulVec c c
      = (vecMulVec c c * B L).trace • vecMulVec c c := by
    ext i j
    simp only [Matrix.mul_apply, Matrix.vecMulVec_apply, Matrix.trace, Matrix.diag_apply,
      Matrix.smul_apply, smul_eq_mul, Finset.sum_mul]
    refine Finset.sum_congr rfl fun s _ => Finset.sum_congr rfl fun r _ => ?_
    ring
  rw [h, Matrix.smul_mul, Matrix.trace_smul, smul_eq_mul, sq]
```

In Lean c cᵀ is `vecMulVec c c`, and the intermediate fact `h` is the equation for P B^L P. The vector c need not be normalised. For one electron in one spin orbital, the two traces enter E₂ with prefactors ½ and −½, so the electron's spurious repulsion with itself cancels, whatever the quality of the factors.

## An indefinite matrix with negative exchange trace

For arbitrary symmetric factors, symmetry of P alone does not secure the exchange sign. Take two orbitals, one factor B, and

P = diag(1, −1), B with rows (0, 1) and (1, 0).

Then P B has rows (0, 1) and (−1, 0), its square is minus the identity, and

tr(P K(P)) = tr(P B P B) = −2.

```lean
/-- For the indefinite symmetric matrix `P = diag(1, -1)` and the single symmetric factor
with rows `(0, 1)` and `(1, 0)`, the exchange trace is `-2`. -/
theorem exchange_negative_of_indefinite :
    ((!![1, 0; 0, -1] : Matrix (Fin 2) (Fin 2) ℝ) *
      exchangeMatrix (factorisedIntegrals fun _ : Unit => !![0, 1; 1, 0])
        !![1, 0; 0, -1]).trace = -2 := by
  rw [trace_exchange (fun _ : Unit => (!![0, 1; 1, 0] : Matrix (Fin 2) (Fin 2) ℝ))
    (fun _ => by ext i j; fin_cases i <;> fin_cases j <;> rfl)]
  simp only [Finset.univ_unique, Finset.sum_singleton, Matrix.mul_fin_two,
    Matrix.trace_fin_two_of]
  norm_num

end FactorisedCoulombExchange
```

The type `Unit` has one element and so labels the single factor. The proof applies `trace_exchange`, which does not require positivity, and evaluates the 2 × 2 products. The eigenvalue −1 rules this P out as the density matrix of a state, but a difference of two density matrices can have this form. The factor is a model as well: it gives each orbital zero repulsion with itself, whereas the exact Coulomb integral (pp|pp) is positive. With exact Coulomb integrals over real orbitals, tr(P K(P)) is the double integral of γ(r,r′)²/|r − r′|, where γ(r,r′) = Σ_pq P_pq φ_p(r) φ_q(r′), and so it is nonnegative for every real P. The example shows that this stronger property does not follow from the factorised form alone.

```lean
#print axioms FactorisedCoulombExchange.coulomb_exchange_traces
-- 'FactorisedCoulombExchange.coulomb_exchange_traces' depends on axioms: [propext, Classical.choice, Quot.sound]
#print axioms FactorisedCoulombExchange.trace_exchange_eq_zero_iff
-- 'FactorisedCoulombExchange.trace_exchange_eq_zero_iff' depends on axioms: [propext, Classical.choice, Quot.sound]
#print axioms FactorisedCoulombExchange.self_interaction_cancels
-- 'FactorisedCoulombExchange.self_interaction_cancels' depends on axioms: [propext, Classical.choice, Quot.sound]
#print axioms FactorisedCoulombExchange.exchange_negative_of_indefinite
-- 'FactorisedCoulombExchange.exchange_negative_of_indefinite' depends on axioms: [propext, Classical.choice, Quot.sound]
```
